# A one-pole fit to a plasmon spectrum with distinct frequencies gives the exact on-shell slope at just one fit point

Take finitely many plasmon poles with weights p_k > 0, summing to one, at frequencies w_k > 0, at least two of them distinct. For E > 0, fit a single pole Ω > 0 by

Σ p_k w_k²/(w_k² + E²) = Ω²/(Ω² + E²).

The on-shell slope of the self-energy is negative, with a size proportional to Σ p_k/w_k for the full spectrum and to 1/Ω for the fitted pole. Exactly one E₀ > 0 makes the two equal. A smaller E overestimates the size and makes the quasiparticle weight Z too small; a larger E does the reverse. For GW plasmon-pole models fitted at zero frequency and at one imaginary frequency iE, this shows how the choice of E biases Z in a simple case: one occupied level without coupling to other levels, undamped poles, and a fit made to the level's own matrix element of the screened interaction.

## The spectrum and its self-energy

```lean
import Mathlib

open Finset

namespace PlasmonPoleFitPoint

noncomputable section

variable {ι : Type*} [Fintype ι] {p w : ι → ℝ}
```

The finite type `ι` labels the poles. The functions `p` and `w` give each pole a real weight and frequency.

```lean
/-- A plasmon spectrum: positive weights `p k` with sum one at positive frequencies `w k`. -/
structure IsSpectrum (p w : ι → ℝ) : Prop where
  weight_pos : ∀ k, 0 < p k
  sum_one : ∑ k, p k = 1
  freq_pos : ∀ k, 0 < w k
```

`IsSpectrum p w` collects the three assumptions on weights and frequencies. Distinctness is a separate hypothesis, `∃ i j, w i ≠ w j`.

```lean
/-- Correlation part of the screened interaction, `C ∑ p w² / (z² - w²)`, for `z` away from
the poles `± w k`. -/
def Wc (C : ℝ) (p w : ι → ℝ) (z : ℂ) : ℂ :=
  ∑ k, (C : ℂ) * (p k * w k ^ 2) / (z ^ 2 - w k ^ 2)
```

This is the correlation part of the screened interaction,

Wc(z) = C Σ p_k w_k²/(z² − w_k²).

The constant C, an energy, is the strength of the static screening felt by the level: Wc(0) = −C.

```lean
/-- The ratio `∑ p w² / (w² + E²)`, for nonzero frequencies `w k`. -/
def imagRatio (p w : ι → ℝ) (E : ℝ) : ℝ := ∑ k, p k * w k ^ 2 / (w k ^ 2 + E ^ 2)
```

Write R(E) for this ratio. It equals one at E = 0.

```lean
/-- A single pole at `Ω` reproduces the ratio of the full spectrum at the imaginary
frequency `iE`, for `E` nonzero. -/
def Fits (p w : ι → ℝ) (E Ω : ℝ) : Prop := imagRatio p w E = Ω ^ 2 / (Ω ^ 2 + E ^ 2)
```

`Fits p w E Ω` is the fit equation above. The static value needs no equation, because the one-pole model keeps the same C and has total weight one.

```lean
/-- Self-energy of an occupied level at distance `x` from its shell, with pole strengths
`C p w / 2`, for `x` different from every `-w k`. -/
def selfEnergy (C : ℝ) (p w : ι → ℝ) (x : ℝ) : ℝ := ∑ k, (C * p k * w k / 2) / (x + w k)
```

With x the energy measured from the level,

Σc(x) = Σ (C p_k w_k/2)/(x + w_k).

The strengths C p_k w_k/2 are the residues of Wc at w_k. This form is taken as a definition, not derived from the GW convolution, and it omits coupling to other levels.

```lean
/-- Quasiparticle weight `Z = 1 / (1 - Σ'(0))`, for a self-energy differentiable on the shell
with slope different from one. -/
def Z (C : ℝ) (p w : ι → ℝ) : ℝ := 1 / (1 - deriv (selfEnergy C p w) 0)
```

Z is 1/(1 − Σc′(0)), with the derivative taken at the shell, x = 0.

```lean
/-- On the imaginary axis the correlation part of the screened interaction is `-C` times
`imagRatio`. -/
theorem Wc_imag (C : ℝ) (p w : ι → ℝ) (E : ℝ) :
    Wc C p w (Complex.I * E) = ((-C * imagRatio p w E : ℝ) : ℂ) := by
  unfold Wc imagRatio
  push_cast
  rw [Finset.mul_sum]
  refine Finset.sum_congr rfl fun k _ => ?_
  have e : (Complex.I * (E : ℂ)) ^ 2 - (w k : ℂ) ^ 2 = -((w k : ℂ) ^ 2 + (E : ℂ) ^ 2) := by
    rw [mul_pow, Complex.I_sq]; ring
  rw [e, div_neg]
  ring
```

Since (iE)² = −E², each denominator becomes −(w_k² + E²), so Wc(iE) = −C R(E). Fitting R therefore fits Wc. The proof compares the sums term by term with `Finset.sum_congr`.

```lean
/-- For positive frequencies the on-shell slope of the self-energy is `-(C/2) ∑ p / w`. -/
theorem hasDerivAt_selfEnergy (C : ℝ) (p : ι → ℝ) (hw : ∀ k, 0 < w k) :
    HasDerivAt (selfEnergy C p w) (-(C / 2) * ∑ k, p k / w k) 0 := by
  unfold selfEnergy
  rw [Finset.mul_sum]
  refine HasDerivAt.fun_sum fun k _ => ?_
  have hk := (hw k).ne'
  have h1 : HasDerivAt (fun x : ℝ => x + w k) 1 0 := (hasDerivAt_id' 0).add_const (w k)
  have h2 := (hasDerivAt_const (0 : ℝ) (C * p k * w k / 2)).fun_div h1 (by simpa using hk)
  refine h2.congr_deriv ?_
  simp only [zero_add, zero_mul, mul_one, zero_sub]
  field_simp
```

Differentiating a/(x + w_k) at zero gives −a/w_k². With a = C p_k w_k/2,

Σc′(0) = −(C/2) S, where S = Σ p_k/w_k.

"Slope" below means S, or 1/Ω for one pole.

## How the fitted pole moves

```lean
/-- For every `E > 0` exactly one positive pole frequency fits a given plasmon spectrum. -/
theorem existsUnique_fit (h : IsSpectrum p w) {E : ℝ} (hE : 0 < E) :
    ∃! Ω, 0 < Ω ∧ Fits p w E Ω := by
  have hn : (Finset.univ : Finset ι).Nonempty :=
    Finset.nonempty_of_sum_ne_zero (f := p) (by rw [h.sum_one]; exact one_ne_zero)
  have F0 : 0 < imagRatio p w E := Finset.sum_pos (fun k _ => by
    have := h.weight_pos k
    have := h.freq_pos k
    positivity) hn
  have F1 : imagRatio p w E < 1 := by
    rw [← h.sum_one]
    refine Finset.sum_lt_sum_of_nonempty hn fun k _ => ?_
    have hp := h.weight_pos k
    have hw := h.freq_pos k
    rw [div_lt_iff₀ (by positivity)]
    have : 0 < p k * E ^ 2 := by positivity
    linarith [mul_add (p k) (w k ^ 2) (E ^ 2)]
  obtain ⟨r, hr0, hr⟩ : ∃ r : ℝ, 0 < r ∧ r * (1 - imagRatio p w E) = imagRatio p w E :=
    ⟨_, div_pos F0 (sub_pos.2 F1), div_mul_cancel₀ _ (sub_pos.2 F1).ne'⟩
  have hs := Real.sqrt_pos.2 hr0
  have hfit : Fits p w E (E * Real.sqrt r) := by
    unfold Fits
    rw [mul_pow, Real.sq_sqrt hr0.le, eq_div_iff (by positivity)]
    linear_combination (-E ^ 2) * hr
  refine ⟨E * Real.sqrt r, ⟨by positivity, hfit⟩, ?_⟩
  rintro Ω ⟨hΩ, hf⟩
  -- the one-pole ratio is injective in the pole frequency
  have e := hf.symm.trans hfit
  have hq : 0 < E * Real.sqrt r := by positivity
  generalize E * Real.sqrt r = q at e hq
  rw [div_eq_div_iff (by positivity) (by positivity)] at e
  have e2 : (Ω - q) * (E ^ 2 * (Ω + q)) = 0 := by linear_combination e
  exact sub_eq_zero.1 ((mul_eq_zero.1 e2).resolve_right (by positivity))
```

`∃!` means "exactly one". Each term of R is positive and smaller than p_k, so 0 < R < 1. Solving the fit equation gives

Ω² = E² R/(1 − R).

If Ω and q both fit, cross-multiplication gives E²(Ω − q)(Ω + q) = 0, hence Ω = q.

```lean
/-- For a plasmon spectrum, a pole frequency `Ω > 0` fits at `E > 0` exactly when the average of
`w² - Ω²` with weights `p / (w² + E²)` vanishes. -/
theorem fits_iff (h : IsSpectrum p w) {E Ω : ℝ} (hE : 0 < E) (hΩ : 0 < Ω) :
    Fits p w E Ω ↔ ∑ k, p k * (w k ^ 2 - Ω ^ 2) / (w k ^ 2 + E ^ 2) = 0 := by
  have key : imagRatio p w E - Ω ^ 2 / (Ω ^ 2 + E ^ 2) = E ^ 2 / (Ω ^ 2 + E ^ 2) *
      ∑ k, p k * (w k ^ 2 - Ω ^ 2) / (w k ^ 2 + E ^ 2) := by
    have e : imagRatio p w E - Ω ^ 2 / (Ω ^ 2 + E ^ 2) =
        ∑ k, (p k * w k ^ 2 / (w k ^ 2 + E ^ 2) - p k * (Ω ^ 2 / (Ω ^ 2 + E ^ 2))) := by
      unfold imagRatio
      rw [Finset.sum_sub_distrib, ← Finset.sum_mul, h.sum_one, one_mul]
    rw [e, Finset.mul_sum]
    refine Finset.sum_congr rfl fun k _ => ?_
    have hw := h.freq_pos k
    have h1 : w k ^ 2 + E ^ 2 ≠ 0 := by positivity
    have h2 : Ω ^ 2 + E ^ 2 ≠ 0 := by positivity
    field_simp
    ring
  have hc : E ^ 2 / (Ω ^ 2 + E ^ 2) ≠ 0 := by positivity
  unfold Fits
  rw [← sub_eq_zero, key, mul_eq_zero, or_iff_right hc]
```

Define the balance

B(E, Ω) = Σ p_k (w_k² − Ω²)/(w_k² + E²).

Putting each difference over a common denominator and using Σ p_k = 1 gives

R(E) − Ω²/(Ω² + E²) = E²/(Ω² + E²) · B(E, Ω).

The prefactor is positive, so Ω fits exactly when B = 0. In Lean, `field_simp` clears denominators and `ring` checks the remaining polynomial identity.

```lean
/-- A sum of non-negative terms that are positive away from one frequency `c` is positive
when the spectrum has two distinct frequencies. -/
theorem sum_pos_of_spread (hne : ∃ i j, w i ≠ w j) (c : ℝ) {f : ι → ℝ}
    (h0 : ∀ k, 0 ≤ f k) (h1 : ∀ k, w k ≠ c → 0 < f k) : 0 < ∑ k, f k := by
  obtain ⟨i, j, hij⟩ := hne
  refine Finset.sum_pos' (fun k _ => h0 k) ?_
  by_cases hi : w i = c
  · exact ⟨j, Finset.mem_univ j, h1 j fun hj => hij (hi.trans hj.symm)⟩
  · exact ⟨i, Finset.mem_univ i, h1 i hi⟩
```

Two distinct frequencies cannot both equal c, so at least one term is positive. If all frequencies equalled w, the fit would give Ω = w at every E, and no fit point would be singled out.

```lean
/-- For a spectrum with two distinct frequencies, the fitted pole frequency increases strictly
with the fit point `E > 0`. -/
theorem fit_strictMono (h : IsSpectrum p w) (hne : ∃ i j, w i ≠ w j) {E₁ E₂ Ω₁ Ω₂ : ℝ}
    (hE : 0 < E₁) (hlt : E₁ < E₂) (h₁ : 0 < Ω₁) (h₂ : 0 < Ω₂)
    (f₁ : Fits p w E₁ Ω₁) (f₂ : Fits p w E₂ Ω₂) : Ω₁ < Ω₂ := by
  have hE2 : 0 < E₂ := hE.trans hlt
  rw [fits_iff h hE h₁] at f₁
  rw [fits_iff h hE2 h₂] at f₂
  have hd : 0 < E₂ ^ 2 - E₁ ^ 2 := by nlinarith
  -- the balance condition of the first fit becomes positive at the larger fit point
  have id : ∀ k, p k * (w k ^ 2 - Ω₁ ^ 2) / (w k ^ 2 + E₂ ^ 2) -
      (Ω₁ ^ 2 + E₁ ^ 2) / (Ω₁ ^ 2 + E₂ ^ 2) *
        (p k * (w k ^ 2 - Ω₁ ^ 2) / (w k ^ 2 + E₁ ^ 2)) =
      (E₂ ^ 2 - E₁ ^ 2) / (Ω₁ ^ 2 + E₂ ^ 2) *
        (p k * (w k ^ 2 - Ω₁ ^ 2) ^ 2 / ((w k ^ 2 + E₁ ^ 2) * (w k ^ 2 + E₂ ^ 2))) := by
    intro k
    have hw := h.freq_pos k
    have a1 : w k ^ 2 + E₁ ^ 2 ≠ 0 := by positivity
    have a2 : w k ^ 2 + E₂ ^ 2 ≠ 0 := by positivity
    have a3 : Ω₁ ^ 2 + E₂ ^ 2 ≠ 0 := by positivity
    field_simp
    ring
  have hpos := sum_pos_of_spread hne Ω₁ (f := fun k => (E₂ ^ 2 - E₁ ^ 2) / (Ω₁ ^ 2 + E₂ ^ 2) *
        (p k * (w k ^ 2 - Ω₁ ^ 2) ^ 2 / ((w k ^ 2 + E₁ ^ 2) * (w k ^ 2 + E₂ ^ 2))))
    (fun k => by
      have hp := h.weight_pos k
      exact mul_nonneg (div_nonneg hd.le (by positivity)) (by positivity))
    (fun k hk => by
      have hp := h.weight_pos k
      have hw := h.freq_pos k
      have hq : w k ^ 2 - Ω₁ ^ 2 ≠ 0 := by
        rw [show w k ^ 2 - Ω₁ ^ 2 = (w k - Ω₁) * (w k + Ω₁) by ring]
        exact mul_ne_zero (sub_ne_zero.2 hk) (by positivity)
      exact mul_pos (div_pos hd (by positivity)) (by positivity))
  simp only [← id] at hpos
  rw [Finset.sum_sub_distrib, ← Finset.mul_sum, f₁, mul_zero, sub_zero] at hpos
  by_contra hcon
  have hle : Ω₂ ≤ Ω₁ := not_lt.1 hcon
  refine absurd hpos (not_lt_of_ge ?_)
  rw [← f₂]
  refine Finset.sum_le_sum fun k _ => ?_
  have hp := h.weight_pos k
  gcongr
```

Let Ω₁ fit at E₁ and Ω₂ at E₂ > E₁. Termwise algebra (`id` in the code) gives

B(E₂, Ω₁) − (Ω₁² + E₁²)/(Ω₁² + E₂²) · B(E₁, Ω₁)
= (E₂² − E₁²)/(Ω₁² + E₂²) · Σ p_k (w_k² − Ω₁²)²/((w_k² + E₁²)(w_k² + E₂²)).

The right side is positive and B(E₁, Ω₁) = 0, so B(E₂, Ω₁) > 0 = B(E₂, Ω₂). Since B decreases as Ω grows, Ω₁ < Ω₂.

## The exact fit point

```lean
/-- For a spectrum with two distinct frequencies, the pole frequency `c` with
`c ∑ p / w = 1` is the fitted one at some `E > 0`. -/
theorem exists_fit_point (h : IsSpectrum p w) (hne : ∃ i j, w i ≠ w j) {c : ℝ} (hc : 0 < c)
    (hcS : c * ∑ k, p k / w k = 1) : ∃ E, 0 < E ∧ Fits p w E c := by
  -- static limit: the balance is negative
  have low : ∑ k, p k * (w k ^ 2 - c ^ 2) / (w k ^ 2 + (0 : ℝ) ^ 2) < 0 := by
    have hpos := sum_pos_of_spread hne c (f := fun k => p k * ((c - w k) / w k) ^ 2)
      (fun k => by have := h.weight_pos k; positivity)
      (fun k hk => by
        have := h.weight_pos k
        have := h.freq_pos k
        have : c - w k ≠ 0 := sub_ne_zero.2 (Ne.symm hk)
        positivity)
    have e : ∑ k, p k * ((c - w k) / w k) ^ 2 =
        ∑ k, (-(p k * (w k ^ 2 - c ^ 2) / (w k ^ 2 + (0 : ℝ) ^ 2)) + 2 * p k
          - 2 * c * (p k / w k)) := by
      refine Finset.sum_congr rfl fun k _ => ?_
      have := (h.freq_pos k).ne'
      rw [show w k ^ 2 + (0 : ℝ) ^ 2 = w k ^ 2 by ring]
      field_simp
      ring
    rw [e, Finset.sum_sub_distrib, Finset.sum_add_distrib, Finset.sum_neg_distrib,
      ← Finset.mul_sum, ← Finset.mul_sum, h.sum_one] at hpos
    linarith
  -- the second moment exceeds `c²`, which decides the sign at large `E`
  have hM : 0 < ∑ k, p k * w k ^ 2 - c ^ 2 := by
    have hpos := sum_pos_of_spread hne c
      (f := fun k => p k * ((w k - c) ^ 2 * (w k + 2 * c) / w k))
      (fun k => by
        have := h.weight_pos k
        have := h.freq_pos k
        positivity)
      (fun k hk => by
        have := h.weight_pos k
        have := h.freq_pos k
        have : w k - c ≠ 0 := sub_ne_zero.2 hk
        positivity)
    have e : ∑ k, p k * ((w k - c) ^ 2 * (w k + 2 * c) / w k) =
        ∑ k, (p k * w k ^ 2 - 3 * c ^ 2 * p k + 2 * c ^ 3 * (p k / w k)) := by
      refine Finset.sum_congr rfl fun k _ => ?_
      have := (h.freq_pos k).ne'
      field_simp
      ring
    rw [e, Finset.sum_add_distrib, Finset.sum_sub_distrib, ← Finset.mul_sum,
      ← Finset.mul_sum, h.sum_one] at hpos
    linear_combination hpos + 2 * c ^ 2 * hcS
  have hQ : 0 ≤ ∑ k, p k * w k ^ 4 :=
    Finset.sum_nonneg fun k _ => by have := h.weight_pos k; positivity
  obtain ⟨T, hT, hTQ⟩ : ∃ T : ℝ, 1 ≤ T ∧
      ∑ k, p k * w k ^ 4 < (∑ k, p k * w k ^ 2 - c ^ 2) * T ^ 2 := by
    generalize ∑ k, p k * w k ^ 2 - c ^ 2 = D at hM
    generalize ∑ k, p k * w k ^ 4 = Q at hQ
    have hr : 0 ≤ Q / D := div_nonneg hQ hM.le
    have hDr : D * (Q / D) = Q := mul_div_cancel₀ Q hM.ne'
    refine ⟨1 + Q / D, by linarith, ?_⟩
    nlinarith [mul_nonneg hM.le (sq_nonneg (Q / D))]
  have hT0 : 0 < T := by linarith
  have high : 0 < ∑ k, p k * (w k ^ 2 - c ^ 2) / (w k ^ 2 + T ^ 2) := by
    have hb : ∑ k, (p k * w k ^ 2 - c ^ 2 * p k - p k * w k ^ 4 / T ^ 2) / T ^ 2 ≤
        ∑ k, p k * (w k ^ 2 - c ^ 2) / (w k ^ 2 + T ^ 2) := by
      refine Finset.sum_le_sum fun k _ => ?_
      have hp := h.weight_pos k
      have hw := h.freq_pos k
      have e : p k * (w k ^ 2 - c ^ 2) / (w k ^ 2 + T ^ 2) -
          (p k * w k ^ 2 - c ^ 2 * p k - p k * w k ^ 4 / T ^ 2) / T ^ 2 =
          p k * w k ^ 2 * (c ^ 2 * T ^ 2 + w k ^ 4) / (T ^ 4 * (w k ^ 2 + T ^ 2)) := by
        have : w k ^ 2 + T ^ 2 ≠ 0 := by positivity
        field_simp
        ring
      rw [← sub_nonneg, e]
      positivity
    rw [← Finset.sum_div, Finset.sum_sub_distrib, Finset.sum_sub_distrib, ← Finset.mul_sum,
      ← Finset.sum_div, h.sum_one, mul_one] at hb
    refine lt_of_lt_of_le (div_pos (sub_pos.2 ?_) (by positivity)) hb
    rwa [div_lt_iff₀ (by positivity)]
  have hcont : Continuous fun E : ℝ => ∑ k, p k * (w k ^ 2 - c ^ 2) / (w k ^ 2 + E ^ 2) :=
    continuous_finsetSum _ fun k _ => Continuous.div continuous_const (by fun_prop)
      fun E => by have := h.freq_pos k; positivity
  obtain ⟨E, hEm, hE0⟩ := intermediate_value_Icc hT0.le hcont.continuousOn ⟨low.le, high.le⟩
  have hE : 0 < E := by
    refine lt_of_le_of_ne hEm.1 fun e => ?_
    subst e
    exact low.ne hE0
  exact ⟨E, hE, (fits_iff h hE hc).2 hE0⟩
```

Set c = 1/S. At E = 0 (`low`),

−B(0, c) = c² Σ p_k/w_k² − 1 = Σ p_k (c − w_k)²/w_k² > 0.

For large E, let D = Σ p_k w_k² − c² and Q = Σ p_k w_k⁴. Then (`hM`)

D = Σ p_k (w_k − c)²(w_k + 2c)/w_k > 0.

Each term of B(T, c) exceeds its counterpart in the bound below by p_k w_k²(c²T² + w_k⁴)/(T⁴(w_k² + T²)) ≥ 0, so

B(T, c) ≥ (D − Q/T²)/T².

This is positive for T = 1 + Q/D (`high`). B is continuous in E, so the intermediate value theorem gives a zero in [0, T]. It is not E = 0, where B is negative.

```lean
/-- For a spectrum with two distinct frequencies, exactly one fit point `E₀ > 0` gives the true
slope `∑ p / w`; a smaller `E > 0` overestimates it and a larger one underestimates it. -/
theorem slope_fit_point (h : IsSpectrum p w) (hne : ∃ i j, w i ≠ w j) :
    ∃ E₀, 0 < E₀ ∧ ∀ E Ω, 0 < E → 0 < Ω → Fits p w E Ω →
      (1 / Ω = ∑ k, p k / w k ↔ E = E₀) ∧
      (E < E₀ → ∑ k, p k / w k < 1 / Ω) ∧ (E₀ < E → 1 / Ω < ∑ k, p k / w k) := by
  have hS : 0 < ∑ k, p k / w k := sum_pos_of_spread hne 0
    (fun k => (div_pos (h.weight_pos k) (h.freq_pos k)).le)
    (fun k _ => div_pos (h.weight_pos k) (h.freq_pos k))
  have hc := one_div_pos.2 hS
  obtain ⟨E₀, hE₀, f₀⟩ := exists_fit_point h hne hc (one_div_mul_cancel hS.ne')
  refine ⟨E₀, hE₀, fun E Ω hE hΩ f => ?_⟩
  have lo : E < E₀ → ∑ k, p k / w k < 1 / Ω := fun hlt =>
    (lt_one_div hΩ hS).1 (fit_strictMono h hne hE hlt hΩ hc f f₀)
  have hi : E₀ < E → 1 / Ω < ∑ k, p k / w k := fun hlt =>
    (one_div_lt hS hΩ).1 (fit_strictMono h hne hE₀ hlt hc hΩ f₀ f)
  refine ⟨⟨fun e => ?_, fun e => ?_⟩, lo, hi⟩
  · rcases lt_trichotomy E E₀ with hl | he | hg
    · exact absurd e (lo hl).ne'
    · exact he
    · exact absurd e (hi hg).ne
  · subst e
    rw [(existsUnique_fit h hE).unique ⟨hΩ, f⟩ ⟨hc, f₀⟩, one_div_one_div]
```

At E₀ the fitted pole is c. If E < E₀, monotonicity gives Ω < c, so 1/Ω > S; if E > E₀, the inequality reverses. At E = E₀, uniqueness of the fit gives Ω = c.

For two equal weights at frequencies 1 and 2, S = 3/4 and c = 4/3. The balance vanishes at E₀² = 8/13, so E₀ ≈ 0.78.

```lean
/-- For `C > 0` and a plasmon spectrum with two distinct frequencies, the one-pole quasiparticle
weight is exact at one fit point `E₀ > 0` only, too small for smaller `E > 0` and too large for
larger `E`. -/
theorem Z_fit_point (h : IsSpectrum p w) (hne : ∃ i j, w i ≠ w j) {C : ℝ} (hC : 0 < C) :
    ∃ E₀, 0 < E₀ ∧ ∀ E Ω, 0 < E → 0 < Ω → Fits p w E Ω →
      (Z C (fun _ : Unit => 1) (fun _ => Ω) = Z C p w ↔ E = E₀) ∧
      (E < E₀ → Z C (fun _ : Unit => 1) (fun _ => Ω) < Z C p w) ∧
      (E₀ < E → Z C p w < Z C (fun _ : Unit => 1) (fun _ => Ω)) := by
  obtain ⟨E₀, hE₀, H⟩ := slope_fit_point h hne
  refine ⟨E₀, hE₀, fun E Ω hE hΩ f => ?_⟩
  obtain ⟨heq, hlo, hhi⟩ := H E Ω hE hΩ f
  have z1 : Z C p w = 1 / (1 + C / 2 * ∑ k, p k / w k) := by
    unfold Z
    rw [(hasDerivAt_selfEnergy C p h.freq_pos).deriv, neg_mul, sub_neg_eq_add]
  have z2 : Z C (fun _ : Unit => 1) (fun _ => Ω) = 1 / (1 + C / 2 * (1 / Ω)) := by
    unfold Z
    rw [(hasDerivAt_selfEnergy C (fun _ : Unit => 1) (fun _ => hΩ)).deriv, neg_mul,
      sub_neg_eq_add, Fintype.sum_unique]
  have hS : 0 ≤ ∑ k, p k / w k :=
    Finset.sum_nonneg fun k _ => (div_pos (h.weight_pos k) (h.freq_pos k)).le
  rw [z1, z2]
  -- a larger slope means a smaller quasiparticle weight
  have anti : ∀ a b : ℝ, 0 ≤ a → a < b → 1 / (1 + C / 2 * b) < 1 / (1 + C / 2 * a) :=
    fun a b ha hab => one_div_lt_one_div_of_lt (by positivity) (by gcongr)
  have lo := fun hl : E < E₀ => anti _ _ hS (hlo hl)
  have hi := fun hg : E₀ < E => anti _ _ (one_div_pos.2 hΩ).le (hhi hg)
  refine ⟨⟨fun e => ?_, fun e => by rw [heq.2 e]⟩, lo, hi⟩
  rcases lt_trichotomy E E₀ with hl | he | hg
  · exact absurd e (lo hl).ne
  · exact he
  · exact absurd e (hi hg).ne'

end

end PlasmonPoleFitPoint
```

The one-pole model uses the one-element type `Unit`, with weight 1 and frequency Ω. The two quasiparticle weights are

Z = 1/(1 + C S/2) and Z_fit = 1/(1 + C/(2Ω)).

For C > 0 a larger slope means a smaller Z (`anti`), so the three cases for the slope carry over with the inequalities reversed.

```lean
#print axioms PlasmonPoleFitPoint.Wc_imag
#print axioms PlasmonPoleFitPoint.slope_fit_point
#print axioms PlasmonPoleFitPoint.Z_fit_point
```

```
'PlasmonPoleFitPoint.Wc_imag' depends on axioms: [propext, Classical.choice, Quot.sound]
'PlasmonPoleFitPoint.slope_fit_point' depends on axioms: [propext, Classical.choice, Quot.sound]
'PlasmonPoleFitPoint.Z_fit_point' depends on axioms: [propext, Classical.choice, Quot.sound]
```
